# For $A,B>0$, the minimum of $AN^p/L^2-BN^{4/3}/L$ over $L>0$ is $-\frac{B^2}{4A}N^{5/3}$ at $p=1$ and $-\frac{B^2}{4A}N$ at $p=5/3$

Put $N$ charged particles, together with an equal amount of opposite charge, into a region of linear size $L$. The opposite charge is modelled as heavy point charges spread evenly through the region, and their own kinetic energy is neglected. Neighbours are about $LN^{-1/3}$ apart. If each particle gains the Coulomb energy of an opposite charge at that distance, the total attraction scales as $-N\cdot N^{1/3}/L=-N^{4/3}/L$. Confinement costs kinetic energy. Bosons can all occupy the lowest orbital, at a cost of order $1/L^2$ each, or $N/L^2$ in total. Fermions with a fixed number of spin states must fill higher orbitals, which raises the total to order $N^{5/3}/L^2$. If the region is free to shrink or grow, how does the lowest energy depend on $N$?

Both cases are covered by one trial energy with a real kinetic exponent $p$,

$$E(L)=\frac{A N^p}{L^2}-\frac{B N^{4/3}}{L},$$

where $p=1$ is the bosonic scaling and $p=5/3$ the fermionic one. The constants $A$ and $B$ do not depend on $N$ or $L$. In the code `trialEnergy A B p N` is this function of $L$. The particle number is a natural number, cast to the reals so that it can carry real exponents, and all quantities are plain real numbers without units.

```lean
import Mathlib

open Filter

namespace TrialEnergyScaling

noncomputable section

/-- Trial energy of `N` particles confined to the length `L`: a kinetic term `A N^p / L²`
and an attraction `-B N^(4/3) / L`. -/
def trialEnergy (A B p : ℝ) (N : ℕ) (L : ℝ) : ℝ :=
  A * (N : ℝ) ^ p / L ^ 2 - B * (N : ℝ) ^ (4 / 3 : ℝ) / L
```

The exponent $4/3$ needs care in Lean. Written without a type, `4 / 3` in an exponent is read as division of natural numbers, which gives 1. The attraction would then be $-BN/L$, and the bosonic minimum would come out proportional to $N$, which hides the effect being studied. The annotation `(4 / 3 : ℝ)` prevents this.

## $B>0$: an attraction that selects a finite size

The constant $B$ stands for the Coulomb coupling times a number set by the arrangement of the charges. Its positive sign says that the arrangement gains energy on balance.

By hand, the stationary length follows from

$$E'(L)=-\frac{2AN^p}{L^3}+\frac{BN^{4/3}}{L^2}=0
\quad\Longrightarrow\quad
L_*=\frac{2A}{B}N^{p-4/3}.$$

This is `optimalLength`. It is positive because $A$, $B$ and the power of $N$ are, and the first lemma records that.

```lean
/-- The length `(2A/B) N^(p - 4/3)`. -/
def optimalLength (A B p : ℝ) (N : ℕ) : ℝ :=
  2 * A / B * (N : ℝ) ^ (p - 4 / 3)

/-- The optimal length is positive. -/
theorem optimalLength_pos {A B : ℝ} (hA : 0 < A) (hB : 0 < B) (p : ℝ) {N : ℕ}
    (hN : 1 ≤ N) : 0 < optimalLength A B p N := by
  have hn : (0 : ℝ) < N := by exact_mod_cast hN
  exact mul_pos (by positivity) (Real.rpow_pos_of_pos hn _)
```

With $A>0$ but not $B>0$ there is no minimum. If $B\le 0$, nothing pulls inwards against the kinetic term, and the energy decreases towards zero as $L\to\infty$ without reaching it. Accordingly, the proof of the minimum below uses `hB` only to show that the value is attained; the lower bound itself does not need it.

## $L>0$ and $N\ge 1$: a square in the inverse length

A length is positive, and there is at least one particle. These two conditions allow division by $L$ and the addition of exponents of $N$. With $x=1/L$, completing the square gives

$$AN^p x^2-BN^{4/3}x
=AN^p\left(x-\frac{BN^{4/3}}{2AN^p}\right)^2-\frac{B^2N^{8/3}}{4AN^p},$$

and collecting the powers of $N$ gives

$$E(L)=AN^p\left(\frac1L-\frac{B}{2A}N^{4/3-p}\right)^2-\frac{B^2}{4A}N^{8/3-p}.$$

The proof follows the same route. The facts `h1` and `h2` write $N^{4/3}$ and $N^{8/3-p}$ as products of $N^p$ and $N^{4/3-p}$, which requires $N>0$. The two remaining powers are then replaced by plain letters, and `field_simp` and `ring` check the identity between rational expressions.

```lean
/-- The trial energy is a complete square in the inverse length `1/L`, shifted by
`-(B²/(4A)) N^(8/3 - p)`. -/
theorem trialEnergy_eq_square {A : ℝ} (hA : 0 < A) (B p : ℝ) {N : ℕ} (hN : 1 ≤ N)
    {L : ℝ} (hL : 0 < L) :
    trialEnergy A B p N L =
      A * (N : ℝ) ^ p * (1 / L - B / (2 * A) * (N : ℝ) ^ (4 / 3 - p)) ^ 2
        - B ^ 2 / (4 * A) * (N : ℝ) ^ (8 / 3 - p) := by
  have hn : (0 : ℝ) < N := by exact_mod_cast hN
  -- express all powers of `N` through `N^p` and `N^(4/3 - p)`
  have h1 : (N : ℝ) ^ (4 / 3 : ℝ) = (N : ℝ) ^ p * (N : ℝ) ^ (4 / 3 - p) := by
    rw [← Real.rpow_add hn]
    congr 1
    ring
  have h2 : (N : ℝ) ^ (8 / 3 - p) =
      (N : ℝ) ^ p * ((N : ℝ) ^ (4 / 3 - p) * (N : ℝ) ^ (4 / 3 - p)) := by
    rw [← Real.rpow_add hn, ← Real.rpow_add hn]
    congr 1
    ring
  unfold trialEnergy
  rw [h1, h2]
  generalize (N : ℝ) ^ p = x
  generalize (N : ℝ) ^ (4 / 3 - p) = y
  have hA' := hA.ne'
  have hL' := hL.ne'
  field_simp
  ring
```

Negative values of $L$ would have no physical meaning, and for $A,B>0$ they would only add positive energies. The condition $N\ge1$ matters more for general $p$. At $N=0$ and $p=8/3$ the energy is zero for every $L$, whereas the formula for the minimum would contain $0^0=1$ and give $-B^2/(4A)$.

## $A>0$: compression costs energy

The constant $A$ stands for $\hbar^2/m$, with $m$ the particle mass, times a number set by the shape of the confinement and, for fermions, by the number of spin states. Its positive sign says that squeezing the particles raises their kinetic energy.

In the derivation, $A>0$ makes the coefficient $AN^p$ of the square positive. Hence

$$E(L)\ge-\frac{B^2}{4A}N^{8/3-p},$$

with equality exactly when the square vanishes, that is, when $1/L=\frac{B}{2A}N^{4/3-p}$, or $L=L_*$.

The equality case is `trialEnergy_eq_min_iff`: a number $L$ is positive and has the minimal energy if and only if it equals `optimalLength A B p N`. From left to right, the proof subtracts the constant, cancels the nonzero prefactor, and solves for $L$. From right to left, it inserts the optimal length and the square disappears.

```lean
/-- A length is positive and has trial energy `-(B²/(4A)) N^(8/3 - p)` exactly when it is
the optimal length. -/
theorem trialEnergy_eq_min_iff {A B : ℝ} (hA : 0 < A) (hB : 0 < B) (p : ℝ) {N : ℕ}
    (hN : 1 ≤ N) {L : ℝ} :
    (0 < L ∧ trialEnergy A B p N L = -(B ^ 2 / (4 * A)) * (N : ℝ) ^ (8 / 3 - p)) ↔
      L = optimalLength A B p N := by
  have hn : (0 : ℝ) < N := by exact_mod_cast hN
  have hopt : optimalLength A B p N = (B / (2 * A) * (N : ℝ) ^ (4 / 3 - p))⁻¹ := by
    have h : (N : ℝ) ^ (p - 4 / 3) = ((N : ℝ) ^ (4 / 3 - p))⁻¹ := by
      rw [← Real.rpow_neg hn.le]
      congr 1
      ring
    unfold optimalLength
    rw [h, mul_inv, inv_div]
  have hpos := optimalLength_pos hA hB p hN
  rw [hopt] at hpos ⊢
  constructor
  · rintro ⟨hL, h⟩
    rw [trialEnergy_eq_square hA B p hN hL] at h
    -- the square has a positive prefactor, so it must vanish
    have hsq : A * (N : ℝ) ^ p *
        (1 / L - B / (2 * A) * (N : ℝ) ^ (4 / 3 - p)) ^ 2 = 0 := by linarith
    have h0 := (mul_eq_zero.mp hsq).resolve_left
      (mul_pos hA (Real.rpow_pos_of_pos hn p)).ne'
    have h1 := sub_eq_zero.mp ((pow_eq_zero_iff two_ne_zero).mp h0)
    rw [← h1, one_div, inv_inv]
  · intro h
    have hL : 0 < L := by
      rw [h]
      exact hpos
    refine ⟨hL, ?_⟩
    rw [trialEnergy_eq_square hA B p hN hL]
    have h1 : 1 / L = B / (2 * A) * (N : ℝ) ^ (4 / 3 - p) := by
      rw [h, one_div, inv_inv]
    rw [h1]
    ring
```

The minimum is stated with `IsLeast`. The set `trialEnergy A B p N '' Set.Ioi 0` contains all energies at lengths $L>0$, and `IsLeast` says that the given number belongs to this set and is less than or equal to every member of it. The first half of the proof supplies the optimal length. The second half drops a non-negative square.

```lean
/-- For any kinetic exponent `p`, the minimum of the trial energy over all lengths `L > 0`
is `-(B²/(4A)) N^(8/3 - p)`. -/
theorem isLeast_trialEnergy {A B : ℝ} (hA : 0 < A) (hB : 0 < B) (p : ℝ) {N : ℕ}
    (hN : 1 ≤ N) :
    IsLeast (trialEnergy A B p N '' Set.Ioi 0)
      (-(B ^ 2 / (4 * A)) * (N : ℝ) ^ (8 / 3 - p)) := by
  have hn : (0 : ℝ) < N := by exact_mod_cast hN
  have hpos := optimalLength_pos hA hB p hN
  constructor
  · exact ⟨optimalLength A B p N, hpos, ((trialEnergy_eq_min_iff hA hB p hN).mpr rfl).2⟩
  · rintro _ ⟨L, hL, rfl⟩
    rw [trialEnergy_eq_square hA B p hN hL]
    have h := mul_nonneg (mul_pos hA (Real.rpow_pos_of_pos hn p)).le
      (sq_nonneg (1 / L - B / (2 * A) * (N : ℝ) ^ (4 / 3 - p)))
    linarith
```

Without $A>0$ the system collapses. If $A\le0$ while $B>0$, the energy tends to $-\infty$ as $L\to0$, for every $N\ge1$.

## $p=1$ or $p=5/3$: statistics entered as an exponent

In this comparison the difference between bosons and fermions enters only through $p$: the same $A$ is used for both, although the actual kinetic prefactors differ. The exponents come from the orbital-filling estimate at the start; the file contains no wave functions and does not derive $N^{5/3}$ from antisymmetry. Substituting them into $8/3-p$ gives

$$p=1:\ \min_{L>0} E=-\frac{B^2}{4A}N^{5/3},\qquad
p=\tfrac53:\ \min_{L>0} E=-\frac{B^2}{4A}N.$$

The theorem writes out both energy functions, so it can be read without the definition of `trialEnergy`. Its proof specialises the general minimum and simplifies the exponents.

```lean
/-- With bosonic kinetic scaling `N` the minimal trial energy is `-(B²/(4A)) N^(5/3)`;
with fermionic kinetic scaling `N^(5/3)` it is `-(B²/(4A)) N`. -/
theorem bosonic_and_fermionic_minimum {A B : ℝ} (hA : 0 < A) (hB : 0 < B) {N : ℕ}
    (hN : 1 ≤ N) :
    IsLeast ((fun L : ℝ => A * N / L ^ 2 - B * (N : ℝ) ^ (4 / 3 : ℝ) / L) '' Set.Ioi 0)
      (-(B ^ 2 / (4 * A)) * (N : ℝ) ^ (5 / 3 : ℝ)) ∧
    IsLeast ((fun L : ℝ => A * (N : ℝ) ^ (5 / 3 : ℝ) / L ^ 2
        - B * (N : ℝ) ^ (4 / 3 : ℝ) / L) '' Set.Ioi 0)
      (-(B ^ 2 / (4 * A)) * N) := by
  constructor
  · have h := isLeast_trialEnergy hA hB 1 hN
    have e : trialEnergy A B 1 N =
        fun L : ℝ => A * N / L ^ 2 - B * (N : ℝ) ^ (4 / 3 : ℝ) / L := by
      funext L
      simp only [trialEnergy, Real.rpow_one]
    rw [e, show (8 / 3 - 1 : ℝ) = 5 / 3 by norm_num] at h
    exact h
  · have h := isLeast_trialEnergy hA hB (5 / 3) hN
    rw [show (8 / 3 - 5 / 3 : ℝ) = 1 by norm_num, Real.rpow_one] at h
    exact h
```

Take $A=1$, $B=2$ and $N=8$, so that $N^{4/3}=16$ and $N^{5/3}=32$.

- With bosonic scaling, $E(L)=8/L^2-32/L$. The optimal length is $8^{-1/3}=1/2$, and the energy there is $32-64=-32$, or $-4$ per particle.
- With fermionic scaling, $E(L)=32/L^2-32/L$. The optimal length is $8^{1/3}=2$, and the energy there is $8-16=-8$, or $-1$ per particle.

For a single particle the two functions coincide, with minimum $-1$ at $L=1$, because $1^p=1$ for every $p$ and both use the same $A$ and $B$.

The optimal lengths show the mechanism. For $p=5/3$, $L_*$ grows as $N^{1/3}$, so the density $N/L_*^3$ stays constant. For $p=1$, $L_*$ shrinks as $N^{-1/3}$, and the density grows as $N^2$.

## $p\ge5/3$: the condition for a linear lower bound

An energy bounded below by $-CN$, with one constant $C$ for all $N$ and $L$, means that the binding per particle cannot grow without limit as particles are added. For the trial energies, this holds exactly when $p\ge5/3$.

Suppose first that $p\ge5/3$. Then $8/3-p\le1$, and since $N\ge1$ we have $N^{8/3-p}\le N$. Therefore

$$E(L)\ge-\frac{B^2}{4A}N^{8/3-p}\ge-\frac{B^2}{4A}N,$$

and $C=B^2/(4A)$ works.

Suppose instead that $p<5/3$ and that some $C$ works. At the optimal length the bound reads

$$-CN\le-\frac{B^2}{4A}N^{5/3-p}\,N,
\qquad\text{so}\qquad
N^{5/3-p}\le\frac{4AC}{B^2}$$

for every $N\ge1$. The exponent $5/3-p$ is positive, so the left side grows without limit, which is a contradiction.

In the theorem, `C` is chosen before `N` and `L`, which is what makes the bound uniform. For the direction from the bound to $p\ge5/3$, the proof uses `tendsto_rpow_atTop` to find an $N\ge1$ with $N^{5/3-p}>C/(B^2/(4A))$, then evaluates the assumed bound at the optimal length. The fact `hsplit` separates one factor of $N$ from $N^{8/3-p}$, as in the display above. For the converse, `Real.rpow_le_rpow_of_exponent_le` supplies $N^{8/3-p}\le N$.

```lean
/-- The trial energies are bounded below by `-C N`, with one constant `C` for all particle
numbers and lengths, exactly when the kinetic exponent `p` is at least `5/3`. -/
theorem linear_lower_bound_iff {A B : ℝ} (hA : 0 < A) (hB : 0 < B) (p : ℝ) :
    (∃ C : ℝ, ∀ N : ℕ, 1 ≤ N → ∀ L : ℝ, 0 < L → -C * N ≤ trialEnergy A B p N L) ↔
      5 / 3 ≤ p := by
  have hD : 0 < B ^ 2 / (4 * A) := by positivity
  constructor
  · rintro ⟨C, hC⟩
    by_contra hp
    have hs : 0 < 5 / 3 - p := by linarith [not_le.mp hp]
    -- the minimal energy per particle grows in size like `N^(5/3 - p)`
    have ht : Tendsto (fun N : ℕ => (N : ℝ) ^ (5 / 3 - p)) atTop atTop :=
      (tendsto_rpow_atTop hs).comp tendsto_natCast_atTop_atTop
    obtain ⟨N, h1, hN⟩ := ((ht.eventually_gt_atTop (C / (B ^ 2 / (4 * A)))).and
      (eventually_ge_atTop 1)).exists
    have hn : (0 : ℝ) < N := by exact_mod_cast hN
    have h2 : C < (N : ℝ) ^ (5 / 3 - p) * (B ^ 2 / (4 * A)) := (div_lt_iff₀ hD).mp h1
    have hsplit : (N : ℝ) ^ (8 / 3 - p) = (N : ℝ) ^ (5 / 3 - p) * N := by
      rw [← Real.rpow_add_one hn.ne']
      congr 1
      ring
    have hpos := optimalLength_pos hA hB p hN
    have h3 := hC N hN _ hpos
    rw [((trialEnergy_eq_min_iff hA hB p hN).mpr rfl).2, hsplit] at h3
    have h4 := mul_lt_mul_of_pos_right h2 hn
    linarith
  · intro hp
    refine ⟨B ^ 2 / (4 * A), fun N hN L hL => ?_⟩
    have hn1 : (1 : ℝ) ≤ N := by exact_mod_cast hN
    have h1 := (isLeast_trialEnergy hA hB p hN).2 ⟨L, hL, rfl⟩
    have h2 : (N : ℝ) ^ (8 / 3 - p) ≤ (N : ℝ) ^ (1 : ℝ) :=
      Real.rpow_le_rpow_of_exponent_le hn1 (by linarith)
    rw [Real.rpow_one] at h2
    have h3 := mul_le_mul_of_nonneg_left h2 hD.le
    linarith

end

end TrialEnergyScaling
```

The signs of $A$ and $B$ matter here too. With $A>0$ and $B\le0$ the energies are never negative, so $C=0$ works for every $p$ and the threshold disappears. With $A\le0$ and $B>0$ no exponent gives a lower bound.

Within this one-parameter model, the fermionic kinetic exponent is the smallest one for which the energy of Coulomb-bound particles is bounded below linearly in their number. This is a scaling version of the question behind the stability of matter, and it is much weaker than a theorem on that subject. Stability requires a lower bound on the many-body Hamiltonian over all states, while a minimum over trial states can bound the ground-state energy only from above, and only if the formula is a true expectation value or an upper bound to one.

```lean
#print axioms TrialEnergyScaling.bosonic_and_fermionic_minimum
#print axioms TrialEnergyScaling.linear_lower_bound_iff
```

```
'TrialEnergyScaling.bosonic_and_fermionic_minimum' depends on axioms: [propext, Classical.choice, Quot.sound]
'TrialEnergyScaling.linear_lower_bound_iff' depends on axioms: [propext, Classical.choice, Quot.sound]
```
